# For p > 0, the activated law T^(-p) exp(-c/T) grows as the positive temperature T moves towards c/p

The theorem `activatedLaw_lt` concerns the function T^(-p) exp(-c/T), an activated law with a power-law prefactor, where p > 0 and c is any real number. For two different positive temperatures T₁ and T₂ with (c - p T₂)(T₂ - T₁) ≥ 0, it states that the function is strictly larger at T₂ than at T₁. The condition says that T₂ lies between T₁ and c/p, and may equal c/p. The proof starts from the strict inequality log x < x - 1 at x = T₂/T₁ and multiplies it by p. An algebraic identity brings in the sign condition, and the two values, written as exponentials, are then compared through their exponents.

Lean 4 with Mathlib refuses this proof:

```lean
import Mathlib

open Real

namespace ActivatedLawLt

noncomputable section

/-- Activated law with a power-law prefactor, `T^(-p) exp(-c/T)`, for `T > 0`. -/
def activatedLaw (p c T : ℝ) : ℝ := T ^ (-p) * Real.exp (-c / T)

/-- For `p > 0`, the activated law is strictly larger at `T₂` than at a different temperature `T₁`
if `(c - p T₂)(T₂ - T₁) ≥ 0`, both temperatures being positive. -/
theorem activatedLaw_lt {p c T₁ T₂ : ℝ} (hp : 0 < p) (h₁ : 0 < T₁) (h₂ : 0 < T₂)
    (hne : T₁ ≠ T₂) (h : 0 ≤ (c - p * T₂) * (T₂ - T₁)) :
    activatedLaw p c T₁ < activatedLaw p c T₂ := by
  have hx : T₂ / T₁ ≠ 1 := by
    intro hx
    rw [div_eq_one_iff_eq h₁.ne'] at hx
    exact hne hx.symm
  -- the strict tangent inequality of the logarithm
  have hlog := Real.log_lt_sub_one_of_pos (div_pos h₂ h₁) hx
  rw [Real.log_div h₂.ne' h₁.ne'] at hlog
  have hmul := mul_lt_mul_of_pos_left hlog hp
  have hid : c / T₁ - c / T₂ - p * (T₂ / T₁ - 1) =
      (c - p * T₂) * (T₂ - T₁) / (T₁ * T₂) := by
    field_simp
    ring
  have hnn := div_nonneg h (mul_pos h₁ h₂).le
  unfold activatedLaw
  rw [Real.rpow_def_of_pos h₁, Real.rpow_def_of_pos h₂, ← Real.exp_add, ← Real.exp_add,
    Real.exp_lt_exp, neg_div, neg_div]
  linarith

end

end ActivatedLawLt
```

Lean reports:

```
Main.lean:28:4: error: No goals to be solved
```

Cause. The only message, "No goals to be solved", points to the `ring` in the proof of `hid`. This is the identity that rewrites `c / T₁ - c / T₂ - p * (T₂ / T₁ - 1)` as a single fraction over `T₁ * T₂`.

The identity is correct, and the step before, `field_simp`, already proves it in full. That tactic clears denominators and also simplifies the resulting expressions, which here is enough to close the goal. The `ring` that follows was meant to finish any polynomial equation left over, but none is left, and a tactic called with no goal to work on is an error in Lean.

The diff deletes that `ring`, so the proof of `hid` ends with `field_simp`. The statement and the rest of the argument are unchanged.

Fix (accepted with no message):

```diff
@@ -26,5 +26,4 @@
       (c - p * T₂) * (T₂ - T₁) / (T₁ * T₂) := by
     field_simp
-    ring
   have hnn := div_nonneg h (mul_pos h₁ h₂).le
   unfold activatedLaw
```
